# Heavy holes with m = ±3/2 along u do not couple to an s-like band through light polarised along u

For p-like valence states with spin, the two heavy-hole states of a real unit axis u have total transition strength

strength(u, e) = 1 − (e·u)²

to an s-like conduction band, for linearly polarised light with real unit polarisation e. The strength is in units of the squared modulus of the matrix element of p_x between the s-like orbital and the p-like orbital X, and is summed over both heavy-hole states and both conduction spins. It vanishes for e = ±u.

With ħ = 1 and J = L + σ/2, the heavy-hole pair is selected by

Ph = ((u·J)² − 1/4)/2,

a Hermitian projector of trace 2. For a complex polarisation e, which includes circular light, the strength is |e|² − |u·e|², or 1 − |u·e|² when e is normalised.

## Polarisation-resolved spectra from k·p codes

A multiband k·p code for a quantum well meets this rule at zero in-plane wave vector if the heavy-hole states there are pure m = ±3/2 states along the growth axis. Transitions from them to an s-like conduction band are then absent for light polarised along that axis. The sum over the degenerate pair does not depend on which basis the eigensolver returns, so for a purely s-like conduction subband, with both its spins included, it can be compared with the formula multiplied by the squared momentum matrix element and the squared envelope overlap. In an eight-band model the conduction subband also has p-like components, and the comparison of magnitudes is then approximate.

If a code reports strengths per state, the factor of two matters: for real unit e, each normalised heavy-hole state contributes (1 − (e·u)²)/2, summed over both conduction spins.

## From angular momentum to the transverse part of e

Write A = u·L and S = u·σ. With (L_a)_ij = −i ε_aij, A acts on a vector v as

A v = i u × v.

Applying it twice, with |u| = 1, gives

A² v = −u × (u × v) = v − u (u·v),

so A² = 1 − uuᵀ. Also A u = 0, and therefore A³ = A. The Pauli matrices anticommute pairwise and square to 1, so S² = 1; they are traceless, so tr S = 0.

The orbital and spin parts of u·J = A⊗1 + (1⊗S)/2 commute. Squaring gives

(u·J)² = A²⊗1 + A⊗S + 1/4,

Ph = (A²⊗1 + A⊗S)/2.

Since A and S are Hermitian, so is Ph. Its square is

Ph² = (A⁴⊗1 + 2 A³⊗S + A²⊗S²)/4 = (2 A²⊗1 + 2 A⊗S)/4 = Ph,

and its trace is (tr A² · 2 + tr A · tr S)/2 = (2·2 + 0)/2 = 2.

The amplitude from a valence state ψ to the s-like state of spin s is Σ_i e_i ψ_is. Its squared modulus, summed over s, is the expectation value of D = (e* eᵀ)⊗1. Hence

tr(Ph D) = (2 tr(A² e* eᵀ) + tr(A e* eᵀ) tr S)/2
= tr((1 − uuᵀ) e* eᵀ)
= |e|² − |u·e|².

Here u·e = Σ_i u_i e_i. For real unit e this is 1 − (e·u)². Finally, let e⊥ = e − (u·e)u. Expanding its squared length gives

|e⊥|² = |e|² − |u·e|²,

so the strength is zero exactly when e is a complex multiple of u.

## The Lean file

```lean
import Mathlib

open Matrix
open scoped Kronecker

namespace HeavyHoleSelection

noncomputable section

/-- The orbital angular momentum matrices `(L_a)_ij = -i ε_aij` on the p-like Bloch states
X, Y, Z. -/
def orbital : Fin 3 → Matrix (Fin 3) (Fin 3) ℂ :=
  ![!![0, 0, 0; 0, 0, -Complex.I; 0, Complex.I, 0],
    !![0, 0, Complex.I; 0, 0, 0; -Complex.I, 0, 0],
    !![0, -Complex.I, 0; Complex.I, 0, 0; 0, 0, 0]]

/-- The three Pauli matrices. -/
def pauli : Fin 3 → Matrix (Fin 2) (Fin 2) ℂ :=
  ![!![0, 1; 1, 0], !![0, -Complex.I; Complex.I, 0], !![1, 0; 0, -1]]

/-- The total angular momentum `J = L + σ/2` of a valence electron. -/
def total (a : Fin 3) : Matrix (Fin 3 × Fin 2) (Fin 3 × Fin 2) ℂ :=
  orbital a ⊗ₖ 1 + (1 / 2 : ℂ) • ((1 : Matrix (Fin 3) (Fin 3) ℂ) ⊗ₖ pauli a)

/-- The component `u·A` of a vector operator `A` along the real vector `u`. -/
def along {n : Type} (u : Fin 3 → ℝ) (A : Fin 3 → Matrix n n ℂ) : Matrix n n ℂ :=
  ∑ a, (u a : ℂ) • A a

/-- A real vector regarded as a complex one. -/
def cvec (u : Fin 3 → ℝ) : Fin 3 → ℂ := fun i => (u i : ℂ)

/-- The heavy-hole operator `((u·J)² - 1/4)/2` for the quantisation axis `u`. -/
def heavyHole (u : Fin 3 → ℝ) : Matrix (Fin 3 × Fin 2) (Fin 3 × Fin 2) ℂ :=
  (1 / 2 : ℂ) • (along u total * along u total - (1 / 4 : ℂ) • 1)

/-- The operator whose expectation value in a valence state `ψ` is `|∑ e_i ψ_i|²` summed over
spin: the strength of the transition to an s-like band for light of polarisation `e`. -/
def dipole (e : Fin 3 → ℂ) : Matrix (Fin 3 × Fin 2) (Fin 3 × Fin 2) ℂ :=
  vecMulVec (star e) e ⊗ₖ 1

/-- The total heavy-hole transition strength for polarisation `e` and axis `u`. -/
def strength (u : Fin 3 → ℝ) (e : Fin 3 → ℂ) : ℂ := (heavyHole u * dipole e).trace

lemma unit_sum {u : Fin 3 → ℝ} (hu : u ⬝ᵥ u = 1) :
    u 0 * u 0 + u 1 * u 1 + u 2 * u 2 = 1 := by
  simpa only [dotProduct, Fin.sum_univ_three] using hu

lemma orbital_along (u : Fin 3 → ℝ) : along u orbital = Complex.I •
    !![0, -(u 2 : ℂ), (u 1 : ℂ); (u 2 : ℂ), 0, -(u 0 : ℂ); -(u 1 : ℂ), (u 0 : ℂ), 0] := by
  ext i j
  fin_cases i <;> fin_cases j <;> simp [along, orbital, Fin.sum_univ_three] <;> ring

/-- For a unit vector `u`, `(u·L)²` projects onto the orbitals transverse to `u`. -/
theorem orbital_sq {u : Fin 3 → ℝ} (hu : u ⬝ᵥ u = 1) :
    along u orbital * along u orbital = 1 - vecMulVec (cvec u) (cvec u) := by
  have hc : (u 0 : ℂ) * u 0 + u 1 * u 1 + u 2 * u 2 = 1 := by exact_mod_cast unit_sum hu
  have h : along u orbital * along u orbital =
      ((u 0 : ℂ) * u 0 + u 1 * u 1 + u 2 * u 2) • (1 : Matrix (Fin 3) (Fin 3) ℂ)
        - vecMulVec (cvec u) (cvec u) := by
    rw [orbital_along, smul_mul_assoc, mul_smul_comm, smul_smul, Complex.I_mul_I]
    ext i j
    fin_cases i <;> fin_cases j <;>
      simp [vecMulVec_apply, cvec] <;> ring
  rw [h, hc, one_smul]

/-- The orbital pointing along `u` carries no angular momentum about `u`. -/
theorem orbital_mul_axis (u : Fin 3 → ℝ) :
    along u orbital * vecMulVec (cvec u) (cvec u) = 0 := by
  rw [orbital_along, smul_mul_assoc]
  ext i j
  rw [Matrix.smul_apply, Matrix.mul_apply, Fin.sum_univ_three]
  fin_cases i <;> simp [vecMulVec_apply, cvec] <;> ring

lemma pauli_sq {u : Fin 3 → ℝ} (hu : u ⬝ᵥ u = 1) :
    along u pauli * along u pauli = 1 := by
  have hc : (u 0 : ℂ) * u 0 + u 1 * u 1 + u 2 * u 2 = 1 := by exact_mod_cast unit_sum hu
  have h : along u pauli * along u pauli =
      ((u 0 : ℂ) * u 0 + u 1 * u 1 + u 2 * u 2) • (1 : Matrix (Fin 2) (Fin 2) ℂ) := by
    ext i j
    -- off-diagonal entries cancel, diagonal ones use `I² = -1`
    fin_cases i <;> fin_cases j <;>
      simp [along, pauli, Matrix.mul_apply, Fin.sum_univ_three] <;>
      first | ring1 | linear_combination (-(u 1 : ℂ) ^ 2) * Complex.I_sq
  rw [h, hc, one_smul]

lemma pauli_trace (u : Fin 3 → ℝ) : (along u pauli).trace = 0 := by
  simp [along, pauli, Matrix.trace_fin_two, Fin.sum_univ_three]

/-- For a unit vector `u`, the heavy-hole operator is
`((u·L)² ⊗ 1 + (u·L) ⊗ (u·σ))/2`. -/
theorem heavyHole_eq {u : Fin 3 → ℝ} (hu : u ⬝ᵥ u = 1) :
    heavyHole u = (1 / 2 : ℂ) • ((along u orbital * along u orbital) ⊗ₖ 1
      + along u orbital ⊗ₖ along u pauli) := by
  have hJ : along u total = along u orbital ⊗ₖ 1
      + (1 / 2 : ℂ) • ((1 : Matrix (Fin 3) (Fin 3) ℂ) ⊗ₖ along u pauli) := by
    ext ⟨i, s⟩ ⟨j, t⟩
    simp only [along, total, Fin.sum_univ_three, Matrix.add_apply, Matrix.smul_apply,
      Matrix.kroneckerMap_apply, smul_eq_mul]
    ring
  -- square the sum of the commuting orbital and spin parts
  rw [heavyHole, hJ]
  simp only [add_mul, mul_add, smul_mul_assoc, mul_smul_comm, ← Matrix.mul_kronecker_mul,
    one_mul, mul_one, pauli_sq hu, Matrix.one_kronecker_one]
  module

/-- A vector `ψ` is left unchanged by the heavy-hole operator exactly when `(u·J)² ψ = (9/4) ψ`. -/
theorem heavyHole_fixed_iff (u : Fin 3 → ℝ) (ψ : Fin 3 × Fin 2 → ℂ) :
    heavyHole u *ᵥ ψ = ψ ↔ (along u total * along u total) *ᵥ ψ = (9 / 4 : ℂ) • ψ := by
  have h : heavyHole u *ᵥ ψ =
      (1 / 2 : ℂ) • ((along u total * along u total) *ᵥ ψ - (1 / 4 : ℂ) • ψ) := by
    simp only [heavyHole, Matrix.smul_mulVec, Matrix.sub_mulVec, Matrix.one_mulVec]
  rw [h]
  constructor <;> intro h'
  · linear_combination (norm := module) (2 : ℂ) • h'
  · linear_combination (norm := module) (1 / 2 : ℂ) • h'

/-- For a unit vector `u`, the heavy-hole operator is an orthogonal projector of trace 2. -/
theorem heavyHole_projector {u : Fin 3 → ℝ} (hu : u ⬝ᵥ u = 1) :
    (heavyHole u).IsHermitian ∧ heavyHole u * heavyHole u = heavyHole u ∧
      (heavyHole u).trace = 2 := by
  refine ⟨?_, ?_, ?_⟩
  · have hL : (along u orbital)ᴴ = along u orbital := by
      ext i j
      fin_cases i <;> fin_cases j <;> simp [along, orbital, Fin.sum_univ_three]
    have hS : (along u pauli)ᴴ = along u pauli := by
      ext i j
      fin_cases i <;> fin_cases j <;> simp [along, pauli, Fin.sum_univ_three]
    rw [Matrix.IsHermitian, heavyHole_eq hu]
    simp [Matrix.conjTranspose_kronecker, hL, hS]
  · -- `(u·L)³ = u·L` reduces all products
    have h3 : along u orbital * (along u orbital * along u orbital) = along u orbital := by
      rw [orbital_sq hu, mul_sub, mul_one, orbital_mul_axis, sub_zero]
    rw [heavyHole_eq hu]
    simp only [add_mul, mul_add, smul_mul_assoc, mul_smul_comm, ← Matrix.mul_kronecker_mul,
      one_mul, mul_one, pauli_sq hu, mul_assoc, h3]
    module
  · have ht : (vecMulVec (cvec u) (cvec u)).trace = 1 := by
      simp only [Matrix.trace, Matrix.diag_apply, vecMulVec_apply, Fin.sum_univ_three, cvec]
      exact_mod_cast unit_sum hu
    rw [heavyHole_eq hu, Matrix.trace_smul, Matrix.trace_add, Matrix.trace_kronecker,
      Matrix.trace_kronecker, pauli_trace, orbital_sq hu, Matrix.trace_sub, ht,
      Matrix.trace_one, Matrix.trace_one]
    norm_num

/-- Polarisation selection rule: for a unit axis `u` and any complex polarisation `e`, the
heavy-hole strength is `|e|² - |u·e|²`. -/
theorem strength_eq {u : Fin 3 → ℝ} (hu : u ⬝ᵥ u = 1) (e : Fin 3 → ℂ) :
    strength u e = ((∑ i, ‖e i‖ ^ 2 - ‖∑ i, (u i : ℂ) * e i‖ ^ 2 : ℝ) : ℂ) := by
  have ht : ((1 - vecMulVec (cvec u) (cvec u)) * vecMulVec (star e) e).trace =
      ((∑ i, ‖e i‖ ^ 2 - ‖∑ i, (u i : ℂ) * e i‖ ^ 2 : ℝ) : ℂ) := by
    push_cast
    simp only [← Complex.mul_conj', sub_mul, one_mul, Matrix.trace, Matrix.diag_apply,
      Matrix.sub_apply, Matrix.mul_apply, vecMulVec_apply, Fin.sum_univ_three, Pi.star_apply,
      cvec, map_add, map_mul, Complex.conj_ofReal, Complex.star_def]
    ring
  -- the spin-dependent part drops out because `u·σ` is traceless
  rw [strength, dipole, heavyHole_eq hu, smul_mul_assoc, add_mul, ← Matrix.mul_kronecker_mul,
    ← Matrix.mul_kronecker_mul, Matrix.trace_smul, Matrix.trace_add, Matrix.trace_kronecker,
    Matrix.trace_kronecker, orbital_sq hu, ht]
  simp only [mul_one, pauli_trace, Matrix.trace_one, Fintype.card_fin, smul_eq_mul]
  push_cast
  ring

/-- For linearly polarised light with real unit polarisation `e` and a unit axis `u`, the
heavy-hole strength is `1 - (e·u)²`. -/
theorem strength_linear {u e : Fin 3 → ℝ} (hu : u ⬝ᵥ u = 1) (he : e ⬝ᵥ e = 1) :
    strength u (cvec e) = ((1 - (e ⬝ᵥ u) ^ 2 : ℝ) : ℂ) := by
  rw [strength_eq hu]
  congr 1
  simp only [cvec, Complex.sq_norm, Complex.normSq_apply, Fin.sum_univ_three, dotProduct,
    Complex.add_re, Complex.add_im, Complex.mul_re, Complex.mul_im, Complex.ofReal_re,
    Complex.ofReal_im]
  linear_combination unit_sum he

/-- For a unit axis `u`, the product of the heavy-hole projector and the strength operator `dipole`
for light polarised along `u` is zero. -/
theorem heavyHole_dark {u : Fin 3 → ℝ} (hu : u ⬝ᵥ u = 1) :
    heavyHole u * dipole (cvec u) = 0 := by
  have hs : star (cvec u) = cvec u := by
    ext i
    simp [cvec]
  rw [heavyHole_eq hu, dipole, hs, smul_mul_assoc, add_mul, ← Matrix.mul_kronecker_mul,
    ← Matrix.mul_kronecker_mul, mul_assoc, orbital_mul_axis]
  simp

/-- For a unit axis `u`, the heavy-hole strength vanishes exactly for polarisations that are
complex multiples of `u`. -/
theorem strength_eq_zero_iff {u : Fin 3 → ℝ} (hu : u ⬝ᵥ u = 1) (e : Fin 3 → ℂ) :
    strength u e = 0 ↔ ∃ c : ℂ, e = c • cvec u := by
  rw [strength_eq hu, Complex.ofReal_eq_zero]
  constructor
  · intro h
    -- the strength is the squared length of the transverse part of `e`
    have key : ∑ i, ‖e i - (∑ j, (u j : ℂ) * e j) * (u i : ℂ)‖ ^ 2 =
        ∑ i, ‖e i‖ ^ 2 - ‖∑ i, (u i : ℂ) * e i‖ ^ 2 := by
      simp only [Complex.sq_norm, Complex.normSq_apply, Fin.sum_univ_three, Complex.sub_re,
        Complex.sub_im, Complex.add_re, Complex.add_im, Complex.mul_re, Complex.mul_im,
        Complex.ofReal_re, Complex.ofReal_im]
      linear_combination ((u 0 * (e 0).re + u 1 * (e 1).re + u 2 * (e 2).re) ^ 2
        + (u 0 * (e 0).im + u 1 * (e 1).im + u 2 * (e 2).im) ^ 2) * unit_sum hu
    refine ⟨∑ j, (u j : ℂ) * e j, funext fun i => ?_⟩
    have hi := (Finset.sum_eq_zero_iff_of_nonneg (fun i _ => sq_nonneg _)).1
      (key.trans h) i (Finset.mem_univ i)
    exact sub_eq_zero.1 (norm_eq_zero.1 ((pow_eq_zero_iff two_ne_zero).1 hi))
  · rintro ⟨c, rfl⟩
    simp only [Pi.smul_apply, smul_eq_mul, cvec, Complex.sq_norm, Complex.normSq_apply,
      Fin.sum_univ_three, Complex.add_re, Complex.add_im, Complex.mul_re, Complex.mul_im,
      Complex.ofReal_re, Complex.ofReal_im]
    linear_combination (-(c.re ^ 2 + c.im ^ 2) * (u 0 * u 0 + u 1 * u 1 + u 2 * u 2))
      * unit_sum hu

end

end HeavyHoleSelection
```

```lean
#print axioms HeavyHoleSelection.heavyHole_projector
-- 'HeavyHoleSelection.heavyHole_projector' depends on axioms: [propext, Classical.choice, Quot.sound]
#print axioms HeavyHoleSelection.strength_linear
-- 'HeavyHoleSelection.strength_linear' depends on axioms: [propext, Classical.choice, Quot.sound]
#print axioms HeavyHoleSelection.heavyHole_dark
-- 'HeavyHoleSelection.heavyHole_dark' depends on axioms: [propext, Classical.choice, Quot.sound]
#print axioms HeavyHoleSelection.strength_eq_zero_iff
-- 'HeavyHoleSelection.strength_eq_zero_iff' depends on axioms: [propext, Classical.choice, Quot.sound]
```

## Objects and statements in the code

The index type `Fin 3 × Fin 2` labels a p-like orbital X, Y or Z together with a spin, with indices starting at 0. `total` is J, `along u orbital` is A = u·L, `along u pauli` is S = u·σ, and `heavyHole u` is Ph. The name `dipole e` denotes the strength operator D, not the dipole vector operator of textbooks. `cvec` only turns a real vector into a complex one. The hypothesis `u ⬝ᵥ u = 1` says that u is a unit vector.

`heavyHole_projector` gives hermiticity, idempotence and the trace. `heavyHole_fixed_iff` identifies the states: Ph leaves ψ unchanged exactly when (u·J)²ψ = (9/4)ψ. `strength_eq` and `strength_linear` are the complex and real selection rules, and `strength_eq_zero_iff` is the converse. `heavyHole_dark` says that the product Ph D itself is zero for e = u. Since Ph and D are positive semidefinite, this is equivalent to a vanishing trace.

## Matrix steps in the proof

`orbital_along` writes out A; `orbital_sq` and `orbital_mul_axis` then check A² = 1 − uuᵀ and A uuᵀ = 0 entry by entry. `pauli_sq` and `pauli_trace` do the same for S. `heavyHole_eq` squares the Kronecker sum, using the rule that Kronecker products multiply factor by factor, and `module` collects the coefficients.

The projector proof uses A³ = A to reduce the products. In `strength_eq` the trace factorises and the term with tr S disappears. For the converse, `key` is the identity for |e⊥|²; a vanishing sum of squares then forces every component of e⊥ to vanish.

## What a code may take from this, and what it must supply

The identities hold for every real unit axis, including axes away from the crystal directions. The amplitude Σ_i e_i ψ_is is built into the definition of `dipole`, not derived. It stands for the symmetry of a zinc-blende band edge, where the momentum operator connects the s-like state to X, Y and Z with one common matrix element.

The step left to the user is to show that the valence states of the actual Hamiltonian lie in the range of Ph. No Luttinger Hamiltonian appears in the file. Mixing with light holes at finite in-plane wave vector can make a nominal heavy-hole subband visible for e along the growth axis. Envelope overlaps and rounding errors also have to be treated separately.

A different model would use the four j = 3/2 states alone, with 4×4 matrices for J. The formula for Ph and its trace would stay the same, but the light coupling would need an explicit 2×4 matrix of Clebsch–Gordan coefficients for each polarisation component. The six-state space used here keeps orbital and spin factors separate and includes the split-off states, which Ph sends to zero.
